# For a one-electron electrode step with exponential rates, detailed balance makes the prefactors equal and the transfer coefficients sum to one

**Q:** An electrode reaction runs in both directions, and I want the net current as a function of overpotential, near equilibrium and far from it. Do you build the thermodynamic link between the two directions into the rates, or do you leave it as a condition?

**A:** I leave it as a condition. The two rates start with four unrelated real parameters:

$$k_f(x)=e^{a+px},\qquad k_b(x)=e^{b-qx}.$$

Here $x=\eta/V_T$ is the overpotential $\eta$ in units of the thermal voltage $V_T=k_BT/e$; in this quotient, and in the energy $e\eta$ below, $e$ is the elementary charge. The numbers $p$ and $q$ are the transfer coefficients, often written $\alpha_a$ and $\alpha_c$, and $a$ and $b$ are logarithms of prefactors. They are not the constants of the Tafel law $\eta=a+b\log j$, which uses the same letters.

```lean
import Mathlib

open Filter Topology

namespace ElectrodeKinetics

noncomputable section

/-- Forward rate at the dimensionless overpotential `x`, with log-prefactor `a` and
transfer coefficient `p`. -/
def forwardRate (a p x : ℝ) : ℝ := Real.exp (a + p * x)

/-- Backward rate at the dimensionless overpotential `x`, with log-prefactor `b` and
transfer coefficient `q`. -/
def backwardRate (b q x : ℝ) : ℝ := Real.exp (b - q * x)
```

The net current is $j(x)=k_f(x)-k_b(x)$, positive in the forward (anodic) direction.

```lean
/-- Net current: forward rate minus backward rate. -/
def netCurrent (a b p q x : ℝ) : ℝ := forwardRate a p x - backwardRate b q x
```

**Q:** And the condition itself?

**A:** It says that $k_f(x)/k_b(x)=e^x$ at every real $x$. Zero overpotential is the equilibrium potential, where the two rates are equal and their ratio is one. For a one-electron step, raising the electrode potential by $\eta$ from there lowers the reaction free energy by $e\eta$, and the ratio of the rates has to follow that shift. In Lean this is a proposition about the four parameters, so it can be assumed or derived.

```lean
/-- Detailed balance: at every overpotential `x` the ratio of forward to backward rate
is `exp x`. -/
def DetailedBalance (a b p q : ℝ) : Prop :=
  ∀ x : ℝ, forwardRate a p x / backwardRate b q x = Real.exp x
```

**Q:** Then where do $a=b$ and $p+q=1$ come from? I have seen them simply written down.

**A:** Here they are derived. The ratio is $e^{(a-b)+(p+q)x}$, and the exponential is injective, so the condition reads $(a-b)+(p+q)x=x$. At $x=0$ this gives $a=b$, and at $x=1$ it then gives $p+q=1$. Conversely, these two relations make the exponents equal at every $x$.

The Lean proof does the same. It merges the quotient into one exponential, applies `Real.exp_injective` at 0 and 1, and lets `linarith` solve the two linear equations. For the converse, `linear_combination hab + x * hpq` adds the first relation to $x$ times the second.

```lean
variable {a b p q : ℝ}

/-- Detailed balance holds exactly when the two prefactors agree and the two transfer
coefficients add up to one. -/
theorem detailedBalance_iff : DetailedBalance a b p q ↔ a = b ∧ p + q = 1 := by
  simp only [DetailedBalance, forwardRate, backwardRate, ← Real.exp_sub]
  constructor
  · intro h
    -- two overpotentials suffice to give both relations
    have h0 := Real.exp_injective (h 0)
    have h1 := Real.exp_injective (h 1)
    exact ⟨by linarith, by linarith⟩
  · rintro ⟨hab, hpq⟩ x
    congr 1
    linear_combination hab + x * hpq
```

**Q:** So $e^a$ is the exchange current?

**A:** Yes, if the rates are expressed as current densities: at $x=0$ both directions run at $e^a=j_0$. The relations also let us rewrite the backward exponent as $b-qx=a-(1-p)x=(a+px)-x$, so that

$$j(x)=e^{a+px}\,(1-e^{-x}).$$

This is the Butler–Volmer current for a single one-electron step with surface concentrations held at their equilibrium values. In Lean, `hx` is the rewritten exponent and `ring` collects the common factor.

```lean
/-- Under detailed balance the net current is the forward rate times `1 - exp (-x)`. -/
theorem netCurrent_eq (h : DetailedBalance a b p q) (x : ℝ) :
    netCurrent a b p q x = Real.exp (a + p * x) * (1 - Real.exp (-x)) := by
  obtain ⟨hab, hpq⟩ := detailedBalance_iff.mp h
  have hx : b - q * x = (a + p * x) + -x := by linear_combination -x * hpq - hab
  unfold netCurrent forwardRate backwardRate
  rw [hx, Real.exp_add (a + p * x) (-x)]
  ring
```

**Q:** What about the response near equilibrium?

**A:** Differentiating the two exponentials gives

$$j'(x)=p\,e^{a+px}+q\,e^{b-qx}.$$

This needs no detailed balance. With it, the slope at zero is $p\,e^a+q\,e^b=(p+q)e^a=e^a$, whatever the split between $p$ and $q$. `HasDerivAt` says that the derivative exists at the point and has the stated value.

```lean
/-- The differential conductance at any overpotential is the sum of the two rates, each
weighted by its transfer coefficient. -/
theorem hasDerivAt_netCurrent (a b p q x : ℝ) :
    HasDerivAt (netCurrent a b p q)
      (p * forwardRate a p x + q * backwardRate b q x) x := by
  have h1 : HasDerivAt (fun y : ℝ => Real.exp (a + p * y))
      (Real.exp (a + p * x) * (p * 1)) x :=
    (((hasDerivAt_id' x).const_mul p).const_add a).exp
  have h2 : HasDerivAt (fun y : ℝ => Real.exp (b - q * y))
      (Real.exp (b - q * x) * (-(q * 1))) x :=
    (((hasDerivAt_id' x).const_mul q).const_sub b).exp
  exact (h1.fun_sub h2).congr_deriv (by unfold forwardRate backwardRate; ring)
```

**Q:** And far from equilibrium?

**A:** At large positive overpotential the backward rate becomes negligible relative to the forward one, which in the factorised form means $1-e^{-x}\to1$.

```lean
/-- The factor `1 - exp (-x)` tends to one at large positive overpotential. -/
theorem tendsto_one_sub_exp_neg :
    Tendsto (fun x : ℝ => 1 - Real.exp (-x)) atTop (𝓝 1) := by
  have h := Real.tendsto_exp_neg_atTop_nhds_zero.const_sub (1 : ℝ)
  rw [sub_zero] at h
  exact h
```

For $x>0$ the current is positive, and taking the natural logarithm gives

$$\ln j(x)-px=a+\ln(1-e^{-x})\to a.$$

That is the Tafel line, with slope $p$ and intercept $a$ in a plot of $\ln j$ against $x$. The next theorem collects the two parameter relations, the slope at zero and this limit. `Tendsto … atTop (𝓝 a)` is the limit as $x\to\infty$. The proof starts from the limit of $a+\ln(1-e^{-x})$ and transfers it to $\ln j-px$ with `congr'`, which only asks the two expressions to agree for large $x$. This is why the logarithm need be split only at positive $x$.

```lean
/-- If the rates obey detailed balance, then the prefactors agree, the transfer coefficients add up
to one, the current has slope `exp a` at zero overpotential, and, with `j` the current,
`log j - p x` tends to `a` at large positive overpotential. -/
theorem kinetics_of_detailedBalance (h : DetailedBalance a b p q) :
    a = b ∧ p + q = 1 ∧ HasDerivAt (netCurrent a b p q) (Real.exp a) 0 ∧
      Tendsto (fun x => Real.log (netCurrent a b p q x) - p * x) atTop (𝓝 a) := by
  obtain ⟨hab, hpq⟩ := detailedBalance_iff.mp h
  refine ⟨hab, hpq, ?_, ?_⟩
  · refine (hasDerivAt_netCurrent a b p q 0).congr_deriv ?_
    rw [← hab]
    simp only [forwardRate, backwardRate, mul_zero, add_zero, sub_zero]
    linear_combination Real.exp a * hpq
  · have hl := (tendsto_one_sub_exp_neg.log one_ne_zero).const_add a
    rw [Real.log_one, add_zero] at hl
    refine hl.congr' ?_
    filter_upwards [eventually_gt_atTop (0 : ℝ)] with x hx
    -- the current is positive here, so its logarithm splits
    have hpos : 0 < 1 - Real.exp (-x) := by
      have := Real.exp_lt_one_iff.mpr (show -x < 0 by linarith)
      linarith
    rw [netCurrent_eq h x, Real.log_mul (Real.exp_pos _).ne' hpos.ne', Real.log_exp]
    ring
```

**Q:** A slope is not yet a resistance.

**A:** The charge-transfer resistance is the limit of overpotential over current. Since $j(0)=0$, the quotient $j(x)/x$ tends to $j'(0)=e^a$. This is nonzero, so $x/j(x)$ tends to $e^{-a}$. The notation `𝓝[≠] 0` means that $x$ approaches zero without being zero. `tendsto_slope_zero` turns the derivative into the limit of the quotient, and `inv₀` inverts it. Restoring units gives $R_{ct}=V_T/j_0$ for unit area.

```lean
/-- Charge-transfer resistance: under detailed balance the ratio of overpotential to current
tends to `1 / exp a` as the overpotential tends to zero through nonzero values. -/
theorem chargeTransferResistance (h : DetailedBalance a b p q) :
    Tendsto (fun x => x / netCurrent a b p q x) (𝓝[≠] 0) (𝓝 (Real.exp a)⁻¹) := by
  have hs := (kinetics_of_detailedBalance h).2.2.1.tendsto_slope_zero
  have h0 : netCurrent a b p q 0 = 0 := by
    rw [netCurrent_eq h]
    simp
  refine (hs.inv₀ (Real.exp_pos a).ne').congr ?_
  intro t
  simp only [zero_add, h0, sub_zero, smul_eq_mul, mul_inv, inv_inv, div_eq_mul_inv]
```

**Q:** Experimentalists quote the Tafel slope in millivolts per decade.

**A:** Take $p\neq0$ and shift $x$ by $d=\ln(10)/p$. Then $e^{pd}=10$, and the factorised current gives

$$\frac{j(x+d)}{j(x)}=10\,\frac{1-e^{-(x+d)}}{1-e^{-x}}\to10.$$

In volts, the Tafel slope is $V_T\ln(10)/p$ per decade. The tenfold increase holds in the limit of large $x$; at finite overpotential the last fraction corrects it. The Lean proof replaces $\ln(10)/p$ by a letter `d` that satisfies `hd`, takes the limit of the fraction, and cancels the common exponential.

```lean
/-- Tafel slope per decade: under detailed balance with `p ≠ 0`, raising the overpotential by
`log 10 / p` multiplies the current by a factor that tends to ten at large positive
overpotential. -/
theorem tafelSlope_decade (h : DetailedBalance a b p q) (hp : p ≠ 0) :
    Tendsto (fun x => netCurrent a b p q (x + Real.log 10 / p) / netCurrent a b p q x)
      atTop (𝓝 10) := by
  have hd : p * (Real.log 10 / p) = Real.log 10 := by field_simp
  generalize Real.log 10 / p = d at hd ⊢
  have hshift : Tendsto (fun x : ℝ => x + d) atTop atTop :=
    tendsto_atTop_add_const_right atTop d tendsto_id
  have hl := ((tendsto_one_sub_exp_neg.comp hshift).div tendsto_one_sub_exp_neg
    one_ne_zero).const_mul (10 : ℝ)
  rw [div_one, mul_one] at hl
  refine hl.congr ?_
  intro x
  -- the exponential prefactor grows by a factor of exactly ten
  have hx : a + p * (x + d) = Real.log 10 + (a + p * x) := by linear_combination hd
  rw [netCurrent_eq h, netCurrent_eq h, hx, Real.exp_add (Real.log 10) (a + p * x),
    Real.exp_log (by norm_num), mul_assoc, mul_div_assoc,
    mul_div_mul_left _ _ (Real.exp_pos _).ne']
  rfl
```

**Q:** I expected $p,q>0$ from the start. Where has positivity gone?

**A:** It is assumed only in the last theorem, which says that every real current is reached at exactly one overpotential. That theorem, in turn, does not assume detailed balance. The relation $p+q=1$ alone would not give it: with $a=b=0$, $p=2$ and $q=-1$ the current is $e^{2x}-e^{x}$, which never falls below $-1/4$.

With $p,q>0$ the forward rate rises and the backward rate falls, so $j$ is strictly increasing and no current occurs twice. To see that every current occurs, use $e^u\ge u+1$. For $x\ge0$ we have $e^{b-qx}\le e^b$, hence

$$j(x)\ge a+1-e^b+px\to\infty\quad(x\to\infty).$$

For $x\le0$ we have $e^{a+px}\le e^a$, hence

$$j(x)\le e^a-b-1+qx\to-\infty\quad(x\to-\infty).$$

Continuity fills in the values between. In Lean, `hmono` is the monotonicity, `hcont` gets continuity from the derivative, and the two bullets at the end are the two linear bounds.

```lean
/-- If both transfer coefficients are positive, every real current is reached at exactly one
overpotential. -/
theorem netCurrent_bijective (a b : ℝ) (hp : 0 < p) (hq : 0 < q) :
    Function.Bijective (netCurrent a b p q) := by
  have hmono : StrictMono (netCurrent a b p q) := by
    intro x y hxy
    have h1 : Real.exp (a + p * x) < Real.exp (a + p * y) :=
      Real.exp_lt_exp.mpr (by nlinarith)
    have h2 : Real.exp (b - q * y) < Real.exp (b - q * x) :=
      Real.exp_lt_exp.mpr (by nlinarith)
    unfold netCurrent forwardRate backwardRate
    linarith
  have hcont : Continuous (netCurrent a b p q) :=
    continuous_iff_continuousAt.mpr fun x => (hasDerivAt_netCurrent a b p q x).continuousAt
  refine ⟨hmono.injective, hcont.surjective ?_ ?_⟩
  · -- for `x ≥ 0` a rising line bounds the current from below
    have hl : Tendsto (fun x : ℝ => (a + 1 - Real.exp b) + p * x) atTop atTop :=
      tendsto_atTop_add_const_left _ _ (tendsto_id.const_mul_atTop hp)
    refine tendsto_atTop_mono' _ ?_ hl
    filter_upwards [eventually_ge_atTop (0 : ℝ)] with x hx
    have h1 := Real.add_one_le_exp (a + p * x)
    have h2 : Real.exp (b - q * x) ≤ Real.exp b := Real.exp_le_exp.mpr (by nlinarith)
    unfold netCurrent forwardRate backwardRate
    linarith
  · -- a line bounds the current from above on the negative side
    have hl : Tendsto (fun x : ℝ => (Real.exp a - b - 1) + q * x) atBot atBot :=
      tendsto_atBot_add_const_left _ _ (tendsto_id.const_mul_atBot hq)
    refine tendsto_atBot_mono' _ ?_ hl
    filter_upwards [eventually_le_atBot (0 : ℝ)] with x hx
    have h1 := Real.add_one_le_exp (b - q * x)
    have h2 : Real.exp (a + p * x) ≤ Real.exp a := Real.exp_le_exp.mpr (by nlinarith)
    unfold netCurrent forwardRate backwardRate
    linarith

end

end ElectrodeKinetics
```

```lean
#print axioms ElectrodeKinetics.kinetics_of_detailedBalance
-- 'ElectrodeKinetics.kinetics_of_detailedBalance' depends on axioms: [propext, Classical.choice, Quot.sound]
#print axioms ElectrodeKinetics.chargeTransferResistance
-- 'ElectrodeKinetics.chargeTransferResistance' depends on axioms: [propext, Classical.choice, Quot.sound]
#print axioms ElectrodeKinetics.tafelSlope_decade
-- 'ElectrodeKinetics.tafelSlope_decade' depends on axioms: [propext, Classical.choice, Quot.sound]
#print axioms ElectrodeKinetics.netCurrent_bijective
-- 'ElectrodeKinetics.netCurrent_bijective' depends on axioms: [propext, Classical.choice, Quot.sound]
```

**Q:** What separates this from a real electrode?

**A:** Identifying the measured current with `netCurrent`. That takes activation barriers linear in the overpotential, surface concentrations that the current does not disturb, an $x$ that contains only the potential drop driving the reaction, with no ohmic loss in the electrolyte, and a measured current free of side reactions and double-layer charging. The theorems take the exponential form as given and derive none of this.

**Q:** Show me where it enters a calculation.

**A:** In a cell simulation that treats the electrode as a single one-electron step, with constant transfer coefficients and with surface concentrations that stay at their equilibrium values, the factorised current can serve as the boundary condition at the interface. Suppose the inputs are $j_0=1\ \mathrm{mA/cm^2}$ and $p=0.5$ at 25 °C, where $V_T\approx25.7$ mV. Detailed balance then sets $q=0.5$ and gives the backward rate the same prefactor, so neither is a separate fit parameter. The linearised boundary condition has the resistance $R_{ct}=V_T/j_0\approx25.7\ \Omega\,\mathrm{cm^2}$, and the Tafel slope is $V_T\ln(10)/0.5\approx118$ mV per decade.

If the simulation prescribes the current instead, the overpotential is found by solving $j(x)=j_{\text{applied}}$ for $x$. Since both coefficients are positive, that equation has exactly one solution.

**Q:** And if I had fitted $p=q=0.4$ with equal prefactors?

**A:** The current would still vanish at $x=0$, but the rate ratio would be $e^{0.8x}$, and the slope at equilibrium would be $0.8\,j_0$. Reading $j_0$ off the measured resistance as $V_T/R_{ct}$ would then give a value 20% too low for that model.
